# Svetlichny's inequality for finite hybrid models, and its violation by GHZ spins

Let one party answer a setting $x\in\{0,1\}$ with a sign $a_x$, and let two others answer their settings $y,z\in\{0,1\}$ with a joint sign $f_{yz}$, the product of their outcomes. Each of the two may know the other's setting. Put $s(0)=s(1)=1$ and $s(2)=s(3)=-1$. With $p=f_{00}-f_{11}$ and $q=f_{01}+f_{10}$,

$$\sum_{x,y,z}s(x+y+z)\,a_xf_{yz}=a_0(p+q)+a_1(p-q).$$

Since $|p|,|q|\le2$, the absolute value is at most $|p+q|+|p-q|=2\max(|p|,|q|)\le4$. If $p=q=2$, for example, the second bracket vanishes and only $a_0$ matters.

In Lean 4 with Mathlib:

```lean
import Mathlib

open Matrix
open scoped Kronecker

namespace SvetlichnyInequality

noncomputable section
```

## Correlations and hybrid models

The sign $s$ is `sgn`. It depends only on the total of the settings, so it treats the parties alike.

```lean
/-- The Svetlichny sign: plus for totals 0 and 1, minus for totals 2 and 3. -/
def sgn (n : ℕ) : ℝ := if n < 2 then 1 else -1
```

A correlation $E_{xyz}$ is the mean product of the three outcomes. The Svetlichny sum is $S(E)=\sum_{xyz}s(x+y+z)E_{xyz}$, with settings in `Fin 2`.

```lean
/-- The Svetlichny sum of three-party correlations `E x y z` with two settings per party. -/
def svetlichny (E : Fin 2 → Fin 2 → Fin 2 → ℝ) : ℝ :=
  ∑ x, ∑ y, ∑ z, sgn (x.val + y.val + z.val) * E x y z
```

A cut strategy has the form $D_{xyz}=a_xf_{yz}$, $a_yf_{xz}$ or $a_zf_{xy}$. The responses are real numbers in $[-1,1]$, which covers both signs and averages over local randomness.

```lean
/-- A strategy in which one of the three parties responds alone, while the other two
respond jointly with knowledge of both their settings. -/
def IsCutStrategy (D : Fin 2 → Fin 2 → Fin 2 → ℝ) : Prop :=
  ∃ (a : Fin 2 → ℝ) (f : Fin 2 → Fin 2 → ℝ), (∀ x, |a x| ≤ 1) ∧ (∀ y z, |f y z| ≤ 1) ∧
    ((∀ x y z, D x y z = a x * f y z) ∨ (∀ x y z, D x y z = a y * f x z) ∨
      (∀ x y z, D x y z = a z * f x y))
```

A hybrid model is a finite mixture $E_{xyz}=\sum_l p_lD^{(l)}_{xyz}$, with $p_l\ge0$ and $\sum_lp_l=1$. The lone party may change with $l$. The weights do not depend on the settings: this is the physical assumption that settings are chosen independently of the hidden variable. Continuous hidden variables are not treated.

```lean
/-- Correlations that are a finite probabilistic mixture of cut strategies, where the
party that responds alone may differ from one strategy to the next. -/
def HasHybridModel (E : Fin 2 → Fin 2 → Fin 2 → ℝ) : Prop :=
  ∃ (n : ℕ) (p : Fin n → ℝ) (D : Fin n → Fin 2 → Fin 2 → Fin 2 → ℝ),
    (∀ l, 0 ≤ p l) ∧ ∑ l, p l = 1 ∧ (∀ l, IsCutStrategy (D l)) ∧
    ∀ x y z, E x y z = ∑ l, p l * D l x y z
```

## Spins and the GHZ vector

The observable $\sigma(\theta)=\cos\theta\,X+\sin\theta\,Y$ measures the spin of a spin-1/2 particle along an equatorial direction, in units where the outcomes are $\pm1$. Here $X$ and $Y$ are the Pauli matrices, written in the basis $e_0,e_1$ of spin up and spin down along the polar axis. It sends $e_0$ to $e^{i\theta}e_1$ and $e_1$ to $e^{-i\theta}e_0$.

```lean
/-- The spin observable `cos θ X + sin θ Y` in the equatorial plane. -/
def spin (θ : ℝ) : Matrix (Fin 2) (Fin 2) ℂ :=
  !![0, Complex.cos θ - Complex.sin θ * Complex.I;
     Complex.cos θ + Complex.sin θ * Complex.I, 0]
```

The state is $\psi=(e_{000}+e_{111})/\sqrt2$, stored as a function of three bits.

```lean
/-- The GHZ vector `(e000 + e111)/√2`. -/
def ghz : Fin 2 × Fin 2 × Fin 2 → ℂ := fun i =>
  if i.1 = i.2.1 ∧ i.2.1 = i.2.2 then ((√2 : ℝ) : ℂ)⁻¹ else 0
```

The expectation $\langle\psi,(A\otimes B\otimes C)\psi\rangle$ uses Kronecker products, bracketed to match the nested pairs of indices.

```lean
/-- The expectation value of `A ⊗ B ⊗ C` in the GHZ vector. -/
def ghzExpect (A B C : Matrix (Fin 2) (Fin 2) ℂ) : ℂ :=
  star ghz ⬝ᵥ ((A ⊗ₖ (B ⊗ₖ C)) *ᵥ ghz)
```

The first party measures at $\alpha_0=-\pi/4$ or $\alpha_1=\pi/4$.

```lean
/-- The two measurement angles of the first party. -/
def angleA : Fin 2 → ℝ := ![-(Real.pi / 4), Real.pi / 4]
```

The other two both use $\beta_0=0$ and $\beta_1=\pi/2$.

```lean
/-- The two measurement angles used by both the second and the third party. -/
def angleB : Fin 2 → ℝ := ![0, Real.pi / 2]
```

These choices define the correlations $E_{xyz}$ to be tested. `ghzCorr` takes the real part because `svetlichny` expects real numbers.

```lean
/-- The GHZ correlations for the chosen equatorial spin measurements. -/
def ghzCorr (x y z : Fin 2) : ℝ :=
  (ghzExpect (spin (angleA x)) (spin (angleB y)) (spin (angleB z))).re
```

## The bound of 4

Written out, the sum is

$$S=E_{000}+E_{001}+E_{010}+E_{100}-E_{011}-E_{101}-E_{110}-E_{111}.$$

```lean
/-- The Svetlichny sum written out as eight signed correlations. -/
theorem svetlichny_eq (E : Fin 2 → Fin 2 → Fin 2 → ℝ) :
    svetlichny E = E 0 0 0 + E 0 0 1 + E 0 1 0 + E 1 0 0
      - E 0 1 1 - E 1 0 1 - E 1 1 0 - E 1 1 1 := by
  norm_num [svetlichny, sgn, Fin.sum_univ_two]
  ring
```

For a cut strategy with $x$ answered alone, this is the grouping of the opening, now with $|a_x|\le1$ and $|f_{yz}|\le1$. In the proof, `key` bounds the grouped expression: `h1` removes the factors $a_x$, and `abs_cases` splits on the signs of $p+q$ and $p-q$, leaving linear inequalities in the four $f_{yz}$. Because $S$ is symmetric in the parties, the other two cuts give the same expression.

```lean
/-- Every cut strategy has a Svetlichny sum of absolute value at most 4. -/
theorem cut_bound {D : Fin 2 → Fin 2 → Fin 2 → ℝ} (hD : IsCutStrategy D) :
    |svetlichny D| ≤ 4 := by
  obtain ⟨a, f, ha, hf, h⟩ := hD
  -- group the terms by the response of the party that acts alone
  have key : |a 0 * ((f 0 0 - f 1 1) + (f 0 1 + f 1 0))
      + a 1 * ((f 0 0 - f 1 1) - (f 0 1 + f 1 0))| ≤ 4 := by
    have h1 : ∀ x (t : ℝ), |a x * t| ≤ |t| := fun x t => by
      rw [abs_mul]
      exact mul_le_of_le_one_left (abs_nonneg t) (ha x)
    refine (abs_add_le _ _).trans ((add_le_add (h1 0 _) (h1 1 _)).trans ?_)
    have h00 := abs_le.mp (hf 0 0)
    have h01 := abs_le.mp (hf 0 1)
    have h10 := abs_le.mp (hf 1 0)
    have h11 := abs_le.mp (hf 1 1)
    rcases abs_cases ((f 0 0 - f 1 1) + (f 0 1 + f 1 0)) with h | h <;>
    rcases abs_cases ((f 0 0 - f 1 1) - (f 0 1 + f 1 0)) with h' | h' <;>
    linarith [h00.1, h00.2, h01.1, h01.2, h10.1, h10.2, h11.1, h11.2, h.1, h'.1]
  -- the sum is symmetric in the parties, so all three cuts reduce to this expression
  rcases h with h | h | h <;>
  · refine le_of_eq_of_le (congrArg abs ?_) key
    rw [svetlichny_eq]
    simp only [h]
    ring
```

For a mixture, linearity and the triangle inequality give

$$|S(E)|=\Big|\sum_lp_lS(D^{(l)})\Big|\le\sum_lp_l\,|S(D^{(l)})|\le4\sum_lp_l=4.$$

The linearity is `hlin`, and the `calc` block follows the rest of the line.

```lean
/-- Svetlichny inequality: correlations with a hybrid local model have a Svetlichny sum
of absolute value at most 4. -/
theorem svetlichny_inequality {E : Fin 2 → Fin 2 → Fin 2 → ℝ} (hE : HasHybridModel E) :
    |svetlichny E| ≤ 4 := by
  obtain ⟨n, p, D, hp, hsum, hD, h⟩ := hE
  -- the Svetlichny sum is linear in the correlations
  have hlin : svetlichny E = ∑ l, p l * svetlichny (D l) := by
    simp only [svetlichny_eq, h, mul_add, mul_sub, Finset.sum_add_distrib,
      Finset.sum_sub_distrib]
  rw [hlin]
  calc |∑ l, p l * svetlichny (D l)| ≤ ∑ l, |p l * svetlichny (D l)| :=
        Finset.abs_sum_le_sum_abs _ _
    _ ≤ ∑ l, p l * 4 := Finset.sum_le_sum fun l _ => by
        rw [abs_mul, abs_of_nonneg (hp l)]
        exact mul_le_mul_of_nonneg_left (cut_bound (hD l)) (hp l)
    _ = 4 := by rw [← Finset.sum_mul, hsum, one_mul]
```

## The GHZ correlation is a cosine

The matrix $\sigma(\theta)$ is Hermitian, and $\sigma(\theta)^2=1$ because $(\cos\theta-i\sin\theta)(\cos\theta+i\sin\theta)=1$. Its eigenvalues therefore lie in $\{1,-1\}$.

```lean
/-- The equatorial spin observables are Hermitian and square to the identity. -/
theorem spin_observable (θ : ℝ) : (spin θ).IsHermitian ∧ spin θ * spin θ = 1 := by
  constructor
  · have hc : starRingEnd ℂ (Complex.cos θ) = Complex.cos θ := by
      rw [← Complex.cos_conj, Complex.conj_ofReal]
    have hs : starRingEnd ℂ (Complex.sin θ) = Complex.sin θ := by
      rw [← Complex.sin_conj, Complex.conj_ofReal]
    refine Matrix.IsHermitian.ext fun i j => ?_
    fin_cases i <;> fin_cases j <;> simp [spin, hc, hs]
    ring
  · have h : (Complex.cos θ - Complex.sin θ * Complex.I)
        * (Complex.cos θ + Complex.sin θ * Complex.I) = 1 := by
      linear_combination Complex.sin_sq_add_cos_sq (θ : ℂ)
        - Complex.sin θ ^ 2 * Complex.I_sq
    have h' := (mul_comm _ _).trans h
    rw [spin, Matrix.mul_fin_two, Matrix.one_fin_two]
    simp only [mul_zero, zero_mul, add_zero, zero_add, h, h']
```

The amplitude satisfies $(1/\sqrt2)^2=1/2$.

```lean
/-- The square of the amplitude `1/√2` is one half. -/
theorem amplitude_sq : ((√2 : ℝ) : ℂ)⁻¹ * ((√2 : ℝ) : ℂ)⁻¹ = 1 / 2 := by
  rw [← mul_inv, ← Complex.ofReal_mul, Real.mul_self_sqrt (by norm_num)]
  norm_num
```

It is real, so conjugation leaves $\psi$ unchanged.

```lean
/-- The GHZ vector has real components. -/
theorem star_ghz : star ghz = ghz := by
  ext i
  simp only [Pi.star_apply, ghz]
  split_ifs <;> simp
```

Two such amplitudes give $\langle\psi,\psi\rangle=\tfrac12+\tfrac12=1$.

```lean
/-- The GHZ vector is normalised. -/
theorem ghz_normalised : star ghz ⬝ᵥ ghz = 1 := by
  rw [star_ghz]
  simp [dotProduct, Fintype.sum_prod_type, Fin.sum_univ_two, ghz]
  linear_combination 2 * amplitude_sq
```

Three equatorial spins exchange $e_{000}$ and $e_{111}$ and multiply them by opposite phases, so

$$\langle\sigma(\alpha)\otimes\sigma(\beta)\otimes\sigma(\gamma)\rangle=\tfrac12\big(e^{i(\alpha+\beta+\gamma)}+e^{-i(\alpha+\beta+\gamma)}\big)=\cos(\alpha+\beta+\gamma).$$

The proof turns on `linear_combination`. After `simp` has summed over the indices and the addition formulas have expanded the cosine, both sides are polynomials in sines, cosines, $i$ and the amplitude $r=1/\sqrt2$. They are not equal as polynomials; they agree only modulo $r^2=\tfrac12$ and $i^2=-1$. The tactic is given a coefficient for each relation, subtracts these multiples, and leaves an identity that `ring` can verify. The coefficient of `amplitude_sq` is the sum of the two phase products. The coefficient of `Complex.I_sq` collects the terms with two sines.

```lean
/-- In the GHZ vector the correlation of three equatorial spins is the cosine of the
sum of their angles. -/
theorem ghz_correlation (α β γ : ℝ) :
    ghzExpect (spin α) (spin β) (spin γ) = (Real.cos (α + β + γ) : ℂ) := by
  rw [ghzExpect, star_ghz]
  simp [dotProduct, mulVec, Fintype.sum_prod_type, Fin.sum_univ_two, ghz, spin,
    Matrix.kroneckerMap_apply]
  rw [Complex.cos_add, Complex.cos_add, Complex.sin_add]
  linear_combination
    ((Complex.cos α - Complex.sin α * Complex.I) * (Complex.cos β - Complex.sin β * Complex.I)
        * (Complex.cos γ - Complex.sin γ * Complex.I)
      + (Complex.cos α + Complex.sin α * Complex.I) * (Complex.cos β + Complex.sin β * Complex.I)
        * (Complex.cos γ + Complex.sin γ * Complex.I)) * amplitude_sq
    + (Complex.sin α * Complex.sin β * Complex.cos γ + Complex.sin α * Complex.cos β * Complex.sin γ
      + Complex.cos α * Complex.sin β * Complex.sin γ) * Complex.I_sq
```

## Reaching $4\sqrt2$

The chosen angles add up to $-\pi/4+(x+y+z)\pi/2$. For totals $0,1,2,3$ the cosine is $\tfrac{\sqrt2}2,\tfrac{\sqrt2}2,-\tfrac{\sqrt2}2,-\tfrac{\sqrt2}2$, which matches the signs $s$. All eight terms equal $\sqrt2/2$, hence $S=4\sqrt2>4$, and a hybrid model would contradict the inequality.

In an ideal three-party experiment with two settings each, these correlations thus exclude every finite mixture of strategies in which only two parties act jointly. This is the sense in which the nonlocality is genuinely tripartite.

```lean
/-- The chosen GHZ correlations have Svetlichny sum `4√2` and admit no hybrid local model. -/
theorem ghz_violation : svetlichny ghzCorr = 4 * √2 ∧ ¬ HasHybridModel ghzCorr := by
  have hval : svetlichny ghzCorr = 4 * √2 := by
    have a0 : angleA 0 = -(Real.pi / 4) := rfl
    have a1 : angleA 1 = Real.pi / 4 := rfl
    have b0 : angleB 0 = 0 := rfl
    have b1 : angleB 1 = Real.pi / 2 := rfl
    rw [svetlichny_eq]
    simp only [ghzCorr, ghz_correlation, Complex.ofReal_re, a0, a1, b0, b1, Real.cos_add,
      Real.sin_add, Real.cos_neg, Real.sin_neg, Real.cos_pi_div_two, Real.sin_pi_div_two,
      Real.cos_zero, Real.sin_zero, Real.cos_pi_div_four, Real.sin_pi_div_four]
    ring
  refine ⟨hval, fun h => ?_⟩
  have hb := (le_abs_self _).trans (svetlichny_inequality h)
  rw [hval] at hb
  nlinarith [Real.sq_sqrt (show (0 : ℝ) ≤ 2 by norm_num), Real.sqrt_nonneg 2]
```

## No larger quantum value

Let $\psi$ now be a unit vector in any complex inner product space. Let $A_x$ be symmetric with $\|A_xv\|\le\|v\|$, and let $F_{yz}$ satisfy the same norm bound. The operators $F_{yz}$ stand for joint measurements by two parties. Neither their symmetry nor their commutation with $A_x$ is needed, so the theorem uses the real part of $\langle\psi,A_xF_{yz}\psi\rangle$; for commuting observables this is the ordinary correlation. Moving $A_x$ to the left gives

$$S=\mathrm{Re}\langle(A_0+A_1)\psi,(F_{00}-F_{11})\psi\rangle+\mathrm{Re}\langle(A_0-A_1)\psi,(F_{01}+F_{10})\psi\rangle.$$

Write $u=\|(A_0+A_1)\psi\|$ and $t=\|(A_0-A_1)\psi\|$; the code calls the first norm `s`. The right-hand vectors have norm at most 2, so Cauchy–Schwarz gives $S\le2(u+t)$. The parallelogram law gives

$$u^2+t^2=2\|A_0\psi\|^2+2\|A_1\psi\|^2\le4.$$

Adding $(u-\sqrt2)^2\ge0$ and $(t-\sqrt2)^2\ge0$ yields $2\sqrt2(u+t)\le u^2+t^2+4\le8$, hence $S\le4\sqrt2$. In the code, `hsplit` is the regrouping, `cs` is Cauchy–Schwarz, and `h3` is the last estimate divided by 2.

```lean
/-- Quantum bound: for symmetric contractions `A x` of one party and joint contractions
`F y z` of the other two, the Svetlichny sum in a unit vector is at most `4√2`. -/
theorem quantum_bound {H : Type*} [NormedAddCommGroup H] [InnerProductSpace ℂ H]
    (ψ : H) (hψ : ‖ψ‖ = 1) (A : Fin 2 → H →ₗ[ℂ] H) (F : Fin 2 → Fin 2 → H →ₗ[ℂ] H)
    (hA : ∀ x, (A x).IsSymmetric) (hA1 : ∀ x v, ‖A x v‖ ≤ ‖v‖)
    (hF1 : ∀ y z v, ‖F y z v‖ ≤ ‖v‖) :
    svetlichny (fun x y z => (inner ℂ ψ (A x (F y z ψ))).re) ≤ 4 * √2 := by
  have hs : ∀ x v, inner ℂ (A x ψ) v = inner ℂ ψ (A x v) := fun x v => hA x ψ v
  have hsplit : svetlichny (fun x y z => (inner ℂ ψ (A x (F y z ψ))).re)
      = (inner ℂ (A 0 ψ + A 1 ψ) (F 0 0 ψ - F 1 1 ψ)).re
        + (inner ℂ (A 0 ψ - A 1 ψ) (F 0 1 ψ + F 1 0 ψ)).re := by
    rw [svetlichny_eq]
    simp only [inner_add_left, inner_sub_left, hs, inner_add_right,
      inner_sub_right, Complex.add_re, Complex.sub_re]
    ring
  have hF : ∀ y z, ‖F y z ψ‖ ≤ 1 := fun y z => hψ ▸ hF1 y z ψ
  have hAψ : ∀ x, ‖A x ψ‖ ≤ 1 := fun x => hψ ▸ hA1 x ψ
  -- Cauchy-Schwarz for each of the two inner products
  have cs : ∀ u v : H, ‖v‖ ≤ 2 → (inner ℂ u v).re ≤ ‖u‖ * 2 := fun u v hv =>
    ((le_abs_self _).trans (Complex.abs_re_le_norm _)).trans
      ((norm_inner_le_norm u v).trans (mul_le_mul_of_nonneg_left hv (norm_nonneg u)))
  have h1 := cs (A 0 ψ + A 1 ψ) (F 0 0 ψ - F 1 1 ψ)
    ((norm_sub_le _ _).trans (by linarith [hF 0 0, hF 1 1]))
  have h2 := cs (A 0 ψ - A 1 ψ) (F 0 1 ψ + F 1 0 ψ)
    ((norm_add_le _ _).trans (by linarith [hF 0 1, hF 1 0]))
  -- the parallelogram law limits the two norms together
  have hp := parallelogram_law_with_norm ℂ (A 0 ψ) (A 1 ψ)
  have q0 := mul_le_one₀ (hAψ 0) (norm_nonneg _) (hAψ 0)
  have q1 := mul_le_one₀ (hAψ 1) (norm_nonneg _) (hAψ 1)
  rw [hsplit]
  set s := ‖A 0 ψ + A 1 ψ‖
  set t := ‖A 0 ψ - A 1 ψ‖
  have h3 : √2 * (s + t) ≤ 4 := by
    nlinarith [sq_nonneg (s - √2), sq_nonneg (t - √2),
      Real.sq_sqrt (show (0 : ℝ) ≤ 2 by norm_num)]
  have h4 := mul_le_mul_of_nonneg_left h3 (Real.sqrt_nonneg 2)
  rw [← mul_assoc, Real.mul_self_sqrt (by norm_num)] at h4
  linarith

end

end SvetlichnyInequality
```

The same argument treats two parties and the CHSH sum $a_0(b_0+b_1)+a_1(b_0-b_1)$. With $b_0,b_1$ in place of $p,q$, the bound 2 on each becomes 1, and both limits halve: 2 for local responses and $2\sqrt2$ for quantum observables.

```lean
#print axioms SvetlichnyInequality.spin_observable
#print axioms SvetlichnyInequality.ghz_normalised
#print axioms SvetlichnyInequality.ghz_violation
#print axioms SvetlichnyInequality.quantum_bound
```

```
'SvetlichnyInequality.spin_observable' depends on axioms: [propext, Classical.choice, Quot.sound]
'SvetlichnyInequality.ghz_normalised' depends on axioms: [propext, Classical.choice, Quot.sound]
'SvetlichnyInequality.ghz_violation' depends on axioms: [propext, Classical.choice, Quot.sound]
'SvetlichnyInequality.quantum_bound' depends on axioms: [propext, Classical.choice, Quot.sound]
```
